# Bonnet's recursion yields the Legendre generating function as a formal power series

A Coulomb potential summed from Legendre values comes out wrong if the numbers that Bonnet's recursion produces are not the expansion coefficients of the inverse distance. They are the right ones in this sense: over any field of characteristic zero, the formal power series with these coefficients has a square that inverts the squared distance between charge and observer, measured in units of the observer's squared radius.

```lean
import Mathlib

open PowerSeries

namespace LegendreMultipole

noncomputable section

variable {K : Type*} [Field K]

/-- The Legendre values `P_n(x)`, defined by `P_0 = 1`, `P_1 = x` and Bonnet's recursion,
over a field of characteristic zero. -/
def legendre (x : K) : ℕ → K
  | 0 => 1
  | 1 => x
  | n + 2 => ((2 * n + 3) * x * legendre x (n + 1) - (n + 1) * legendre x n) / (n + 2)

/-- The multipole series `G = ∑ P_n(x) t^n`, as a formal power series in the ratio `t` of the
two radii. -/
def multipoleSeries (x : K) : K⟦X⟧ := PowerSeries.mk (legendre x)

/-- The squared distance `1 - 2 x t + t²` between a unit charge at radius `t` and an observer at
radius one, where `x` is the cosine of the angle between them. -/
def distSq (x : K) : K⟦X⟧ := 1 - C (2 * x) * X + X ^ 2

/-- Multiplication by the squared distance, written as shifts of the series. -/
theorem distSq_mul (x : K) (F : K⟦X⟧) :
    distSq x * F = F - C (2 * x) * (X * F) + X * (X * F) := by
  unfold distSq
  ring

/-- The constant term of the multipole series, the monopole, is one. -/
theorem monopole (x : K) : constantCoeff (multipoleSeries x) = 1 := by
  rw [← coeff_zero_eq_constantCoeff_apply, multipoleSeries, coeff_mk]
  rfl

variable [CharZero K]

/-- Bonnet's recursion `(n+2) P_{n+2} = (2n+3) x P_{n+1} - (n+1) P_n`, over a field of
characteristic zero. -/
theorem bonnet (x : K) (n : ℕ) :
    ((n : K) + 2) * legendre x (n + 2)
      = (2 * n + 3) * x * legendre x (n + 1) - (n + 1) * legendre x n := by
  have hn : ((n + 2 : ℕ) : K) ≠ 0 := Nat.cast_ne_zero.mpr (by omega)
  push_cast at hn
  have h : legendre x (n + 2)
      = ((2 * n + 3) * x * legendre x (n + 1) - (n + 1) * legendre x n) / (n + 2) := rfl
  rw [h]
  field_simp

/-- The multipole series obeys the differential equation
`(1 - 2 x t + t²) G' = (x - t) G`, over a field of characteristic zero. -/
theorem multipole_ode (x : K) :
    distSq x * d⁄dX K (multipoleSeries x) = (C x - X) * multipoleSeries x := by
  have h0 : legendre x 0 = 1 := rfl
  have h1 : legendre x 1 = x := rfl
  rw [distSq_mul, sub_mul]
  ext n
  -- compare the coefficients of `t^n`; from `t^1` on, the comparison is Bonnet's recursion
  rcases n with _ | _ | n
  · simp only [map_add, map_sub, coeff_C_mul, coeff_zero_X_mul, coeff_derivative,
      multipoleSeries, coeff_mk, zero_add, Nat.cast_zero, h0, h1]
    ring
  · have b := bonnet x 0
    simp only [map_add, map_sub, coeff_C_mul, coeff_succ_X_mul, coeff_zero_X_mul,
      coeff_derivative, multipoleSeries, coeff_mk, zero_add, Nat.reduceAdd,
      Nat.cast_zero, Nat.cast_one] at b ⊢
    linear_combination b
  · have b := bonnet x (n + 1)
    simp only [map_add, map_sub, coeff_C_mul, coeff_succ_X_mul,
      coeff_derivative, multipoleSeries, coeff_mk]
    push_cast at b ⊢
    linear_combination b


/-- The Legendre generating function: `(1 - 2 x t + t²) G² = 1` as formal power series, over a
field of characteristic zero. -/
theorem legendre_generating_function (x : K) :
    distSq x * multipoleSeries x ^ 2 = 1 := by
  have h2 : (C (2 * x) : K⟦X⟧) = 2 * C x := by rw [map_mul, map_ofNat]
  have hk : d⁄dX K (distSq x) = -2 * (C x - X) := by
    simp only [distSq, map_add, map_sub, pow_two, Derivation.leibniz, derivative_C,
      derivative_X, Derivation.map_one_eq_zero, smul_eq_mul]
    rw [h2]
    ring
  -- the left side has zero derivative and constant term one
  apply derivative.ext
  · simp only [pow_two, Derivation.leibniz, smul_eq_mul, hk, Derivation.map_one_eq_zero]
    linear_combination (2 * multipoleSeries x) * multipole_ode x
  · simp [distSq, monopole]

/-- Over a field of characteristic zero, a formal series `F` with constant term one and
`(1 - 2 x t + t²) F² = 1` is the multipole series. -/
theorem multipoleSeries_unique (x : K) (F : K⟦X⟧) (hF : constantCoeff F = 1)
    (h : distSq x * F ^ 2 = 1) : F = multipoleSeries x := by
  have hsq : F ^ 2 = multipoleSeries x ^ 2 := by
    linear_combination multipoleSeries x ^ 2 * h - F ^ 2 * legendre_generating_function x
  rcases sq_eq_sq_iff_eq_or_eq_neg.mp hsq with h' | h'
  · exact h'
  · -- the other sign would have constant term minus one
    have hc := congrArg (fun S => constantCoeff S) h'
    simp only [map_neg, hF, monopole] at hc
    have h20 : (2 : K) = 0 := by linear_combination hc
    exact absurd h20 two_ne_zero

/-- The convolution `∑ P_k(x) P_{n-k}(x)` over `k = 0, …, n` is the Chebyshev polynomial of the
second kind `U_n(x)`, over a field of characteristic zero. -/
theorem legendre_convolution (x : K) (n : ℕ) :
    ∑ k ∈ Finset.range (n + 1), legendre x k * legendre x (n - k)
      = Polynomial.eval x (Polynomial.Chebyshev.U K (n : ℤ)) := by
  let V : K⟦X⟧ := PowerSeries.mk fun m : ℕ =>
    Polynomial.eval x (Polynomial.Chebyshev.U K (m : ℤ))
  -- the Chebyshev series inverts the squared distance
  have hV : distSq x * V = 1 := by
    rw [distSq_mul]
    ext m
    rcases m with _ | _ | m
    · simp [V]
    · simp only [V, map_add, map_sub, coeff_C_mul, coeff_succ_X_mul, coeff_zero_X_mul,
        coeff_mk, coeff_one]
      simp
    · have u : Polynomial.eval x (Polynomial.Chebyshev.U K ((m + 1 + 1 : ℕ) : ℤ))
          = 2 * x * Polynomial.eval x (Polynomial.Chebyshev.U K ((m + 1 : ℕ) : ℤ))
            - Polynomial.eval x (Polynomial.Chebyshev.U K (m : ℤ)) := by
        push_cast
        rw [show (m : ℤ) + 1 + 1 = m + 2 by ring, Polynomial.Chebyshev.U_add_two]
        simp
      simp only [V, map_add, map_sub, coeff_C_mul, coeff_succ_X_mul, coeff_mk, coeff_one]
      rw [u, if_neg (by omega)]
      ring
  have hG : multipoleSeries x * multipoleSeries x = V := by
    linear_combination V * legendre_generating_function x - multipoleSeries x ^ 2 * hV
  have hn := congrArg (fun S => coeff n S) hG
  simp only [coeff_mul, Finset.Nat.sum_antidiagonal_eq_sum_range_succ_mk, multipoleSeries, V,
    coeff_mk] at hn
  exact hn

/-- In the direction of the charge (`x = 1`) every Legendre value is one: `P_n(1) = 1`, over a field
of characteristic zero. -/
theorem legendre_axis : ∀ n : ℕ, legendre (1 : K) n = 1
  | 0 => rfl
  | 1 => rfl
  | n + 2 => by
    have hn : ((n + 2 : ℕ) : K) ≠ 0 := Nat.cast_ne_zero.mpr (by omega)
    push_cast at hn
    have b := bonnet (1 : K) n
    rw [legendre_axis (n + 1), legendre_axis n] at b
    apply mul_left_cancel₀ hn
    linear_combination b

/-- Reversing the direction of the charge gives each multipole its parity:
`P_n(-x) = (-1)^n P_n(x)`, over a field of characteristic zero. -/
theorem legendre_parity (x : K) : ∀ n : ℕ, legendre (-x) n = (-1) ^ n * legendre x n
  | 0 => by simp [legendre]
  | 1 => by simp [legendre]
  | n + 2 => by
    have hn : ((n + 2 : ℕ) : K) ≠ 0 := Nat.cast_ne_zero.mpr (by omega)
    push_cast at hn
    have b := bonnet (-x) n
    rw [legendre_parity x (n + 1), legendre_parity x n] at b
    apply mul_left_cancel₀ hn
    linear_combination b - (-1) ^ n * bonnet x n

end

end LegendreMultipole
```

```lean
#print axioms LegendreMultipole.legendre_generating_function
-- 'LegendreMultipole.legendre_generating_function' depends on axioms: [propext, Classical.choice, Quot.sound]
#print axioms LegendreMultipole.multipoleSeries_unique
-- 'LegendreMultipole.multipoleSeries_unique' depends on axioms: [propext, Classical.choice, Quot.sound]
#print axioms LegendreMultipole.legendre_convolution
-- 'LegendreMultipole.legendre_convolution' depends on axioms: [propext, Classical.choice, Quot.sound]
```

## A charge away from the origin

Put a point charge $q$ at distance $a$ from the origin and an observer at distance $r>a$, and let $x$ be the cosine of the angle between their directions. With $t=a/r$, the law of cosines gives the squared distance between them as

$$r^2-2ar\,x+a^2=r^2\,(1-2xt+t^2).$$

The potential is therefore $q/(4\pi\varepsilon_0 r)$ times $(1-2xt+t^2)^{-1/2}$. The multipole expansion writes this last factor as

$$G=\sum_{n\ge 0}P_n(x)\,t^n,$$

where $P_n(x)$ is the value of the $n$-th Legendre polynomial. Write $D=1-2xt+t^2$. The claim to be proved is $DG^2=1$, which avoids the square root.

In the Lean code, `legendre x n` is the value $P_n(x)$, with the argument before the degree. It is defined by $P_0=1$, $P_1=x$ and Bonnet's recursion solved for the highest term. The number `x` lies in a field `K`, which may be $\mathbb{Q}$ or $\mathbb{R}$. The capital `X` is the series variable $t$, not the cosine, and `C` turns a number into a constant series. The object `distSq x` is $D$, and `multipoleSeries x` is $G$. Both belong to `K⟦X⟧`, the ring of formal power series, in which two series are equal when all their coefficients agree.

## What is proved about the series

The central theorem, `legendre_generating_function`, says that $DG^2=1$ for every $x$ in `K`. It rests on `multipole_ode`, which says that

$$D\,G'=(x-t)\,G,$$

where the prime is the formal derivative with respect to $t$, written `d⁄dX K`. The theorem `multipoleSeries_unique` adds that a series $F$ with constant term one and $DF^2=1$ must be $G$. The condition on the constant term is what separates $G$ from $-G$, which satisfies the same quadratic equation.

Three further theorems concern the values themselves. The sum $\sum_{k=0}^{n}P_k(x)P_{n-k}(x)$ equals $U_n(x)$, the Chebyshev polynomial of the second kind. For an observer in the same direction as the charge, $x=1$ and $P_n(1)=1$. Reversing the direction of the charge gives $P_n(-x)=(-1)^nP_n(x)$.

The hypothesis `CharZero K` says that no positive integer vanishes in `K`. It allows division by $n+2$ in the recursion, and it allows a series to be recovered from its derivative and its constant term.

The step from this algebra to a potential at a real point is convergence. For real $x$ with $|x|\le 1$ and $0\le t<1$, the standard bound $|P_n(x)|\le 1$ supplies it; the sum is then continuous in $t$, never zero and equal to one at $t=0$, so it is the positive root $1/\sqrt{D}$.

## From the recursion to the differential equation

Multiplying the definition by its denominator gives Bonnet's recursion in the form

$$(n+2)P_{n+2}=(2n+3)\,x\,P_{n+1}-(n+1)P_n .$$

This is the lemma `bonnet`. Its proof first records that $n+2$ is nonzero in `K`, and `field_simp` then clears the denominator.

The coefficient of $t^n$ in $G'$ is $(n+1)P_{n+1}$. Multiplication by $D$ adds to a series $-2x$ times its copy shifted by one power and its copy shifted by two, which is what `distSq_mul` states. The two sides of the differential equation can then be compared one power at a time:

- At $t^0$ the equation reads $P_1=xP_0$, which holds by definition.
- At $t^1$ it reads $2P_2-2xP_1=xP_1-P_0$, which is Bonnet's recursion at index $0$.
- At $t^{n+2}$ it reads
$$(n+3)P_{n+3}-2x(n+2)P_{n+2}+(n+1)P_{n+1}=xP_{n+2}-P_{n+1}.$$
Collecting terms gives $(n+3)P_{n+3}=(2n+5)xP_{n+2}-(n+2)P_{n+1}$, which is the recursion at index $n+1$.

In Lean, `ext n` reduces equality of series to equality of coefficients, and `rcases` makes the same three cases. The first closes by `ring`; in the other two, `linear_combination b` supplies the recursion.

## A product with zero derivative

Since $D'=-2x+2t=-2(x-t)$, the product rule and the differential equation give

$$(DG^2)'=D'G^2+2G\,(DG')=-2(x-t)G^2+2(x-t)G^2=0 .$$

In characteristic zero, a formal series with zero derivative is constant. The constant terms of $D$ and $G$ are both one, the latter by the lemma `monopole`, so $DG^2=1$.

The Lean proof computes $D'$ as `hk` and then applies `derivative.ext`: two series agree if their derivatives and their constant terms agree. The derivative part is closed by adding $2G$ times the differential equation, exactly as in the display above.

For uniqueness, suppose that $DF^2=1$. Then

$$F^2=F^2(DG^2)=(DF^2)G^2=G^2,$$

so $(F-G)(F+G)=0$. Formal power series over a field have no zero divisors, hence $F=G$ or $F=-G$. If $F$ has constant term one, the second case gives $1=-1$, that is $2=0$, which characteristic zero excludes. The lemma `sq_eq_sq_iff_eq_or_eq_neg` provides the two cases.

## Chebyshev sums, the axis and parity

Let $V=\sum_{m\ge 0}U_m(x)\,t^m$. The Chebyshev polynomials satisfy $U_0=1$, $U_1=2x$ and $U_{m+2}=2xU_{m+1}-U_m$. In $DV$ the coefficient of $t^0$ is $1$, that of $t^1$ is $U_1-2xU_0=0$, and that of $t^{m+2}$ is $U_{m+2}-2xU_{m+1}+U_m=0$. Hence $DV=1$, which is `hV` in the code, and

$$G^2=G^2(DV)=(DG^2)V=V .$$

The coefficient of $t^n$ in $G^2$ is the convolution of Legendre values, so `legendre_convolution` follows by comparing coefficients.

The last two theorems are inductions that use the two preceding degrees. At $x=1$ the recursion gives

$$(n+2)P_{n+2}(1)=(2n+3)-(n+1)=n+2 .$$

At $-x$ it gives

$$\begin{aligned}
(n+2)P_{n+2}(-x)&=-(2n+3)x(-1)^{n+1}P_{n+1}(x)-(n+1)(-1)^nP_n(x)\\
&=(-1)^n(n+2)P_{n+2}(x).
\end{aligned}$$

In both proofs `mul_left_cancel₀` removes the nonzero factor $n+2$.

## The expansion in a potential calculation

Take $x=1/2$ and $t=1/5$: the observer is five times as far from the origin as the charge, at an angle of $60^\circ$. The recursion gives $P_2=-1/8$ and $P_3=-7/16$. Through third order the series is

$$1+\frac{1}{10}-\frac{1}{200}-\frac{7}{2000}=1.0915,$$

while $1/\sqrt{0.84}\approx 1.0911$. Multiplying by $q/(4\pi\varepsilon_0 r)$ gives the potential to this order.

In atomic electronic-structure calculations, the same series expands the repulsion between two electrons at fixed points with unequal radii, where $t$ is the smaller radius divided by the larger; integrating over orbitals is a separate step.
